# Total pseudomomentum of interacting planar charges in a uniform magnetic field

A uniform magnetic field spoils the usual use of total momentum. Even when the interaction is translation invariant, $P_a=\sum_i p_{i,a}$ generally fails to commute with the symmetric-gauge Hamiltonian, so labelling energy eigenstates by $P$ is wrong. A corrected momentum does commute, provided that the interaction $V$ commutes with all positions and with $P$. Its two components, however, commute with each other only if the field or the total charge vanishes.

## Particles, field and Hamiltonian

Particles are indexed by a type `ι`, and observables are elements of a complex algebra `A`.

In Lean 4 with Mathlib:

```lean
import Mathlib

open Complex

namespace MagneticPseudomomentum

variable {ι A : Type*} [DecidableEq ι] [Ring A] [Algebra ℂ A]
```

Let $r_{i,a}$ and $p_{i,a}$ be the position and momentum of particle $i$ along axis $a$, with $0$ for x and $1$ for y. Positions commute, momenta commute, and with $\hbar=1$
$$[r_{i,a},p_{j,b}]=\mathrm i\,\delta_{ij}\delta_{ab}.$$

```lean
/-- Canonical commutation relations (ħ = 1) for planar particles: `r i a` and `p i a` are the
position and momentum of particle `i` along axis `a`, with `0` for x and `1` for y. -/
structure Canonical (r p : ι → Fin 2 → A) : Prop where
  pos : ∀ i j a b, r i a * r j b = r j b * r i a
  mom : ∀ i j a b, p i a * p j b = p j b * p i a
  ccr : ∀ i j a b, r i a * p j b - p j b * r i a =
    (if i = j ∧ a = b then I else 0 : ℂ) • (1 : A)
```

These relations are assumed. The setting is purely algebraic: self-adjointness and operator domains do not enter.

For a field $B$ normal to the plane, set $g_0=-B/2$ and $g_1=B/2$.

```lean
/-- The coefficients `(-B/2, B/2)` of the symmetric gauge. -/
noncomputable def gaugeCoeff (B : ℝ) : Fin 2 → ℂ := ![-((B : ℂ) / 2), (B : ℂ) / 2]
```

The vector potential is $\mathcal A_{i,a}=g_a r_{i,a+1}$, with $a+1$ taken modulo 2, which is $(B/2)(-y_i,x_i)$.

```lean
/-- The symmetric-gauge vector potential `(B/2)(-y, x)` at particle `i`; the index `a + 1` is the
axis other than `a`. -/
noncomputable def vecPot (B : ℝ) (r : ι → Fin 2 → A) (i : ι) (a : Fin 2) : A :=
  gaugeCoeff B a • r i (a + 1)
```

For real charges $q_i$, the kinetic momentum is $\pi_{i,a}=p_{i,a}-q_i\mathcal A_{i,a}$.

```lean
/-- The kinetic momentum `p - qA` of particle `i`. -/
noncomputable def kinetic (q : ι → ℝ) (B : ℝ) (r p : ι → Fin 2 → A) (i : ι) (a : Fin 2) : A :=
  p i a - (q i : ℂ) • vecPot B r i a
```

In the symmetric gauge, reversing the sign gives the pseudomomentum $k_{i,a}=p_{i,a}+q_i\mathcal A_{i,a}$. In another gauge, $p+qA$ need not commute with the kinetic momenta.

```lean
/-- The pseudomomentum `p + qA` of particle `i`. -/
noncomputable def pseudo (q : ι → ℝ) (B : ℝ) (r p : ι → Fin 2 → A) (i : ι) (a : Fin 2) : A :=
  p i a + (q i : ℂ) • vecPot B r i a
```

For finitely many particles, its total is $K_a=\sum_i k_{i,a}$. Thus $K_0=\sum_i(p_{i,0}-q_iBy_i/2)$ and $K_1=\sum_i(p_{i,1}+q_iBx_i/2)$.

```lean
/-- The total pseudomomentum, summed over all particles. -/
noncomputable def totalPseudo [Fintype ι] (q : ι → ℝ) (B : ℝ) (r p : ι → Fin 2 → A)
    (a : Fin 2) : A :=
  ∑ i, pseudo q B r p i a
```

With masses $m_i$, the Hamiltonian is
$$H=\sum_i\frac{1}{2m_i}\sum_a\pi_{i,a}^2+V.$$

```lean
/-- The magnetic Hamiltonian `∑ (p - qA)² / (2m) + V`, for nonzero masses `m i`. -/
noncomputable def hamiltonian [Fintype ι] (m q : ι → ℝ) (B : ℝ) (r p : ι → Fin 2 → A)
    (V : A) : A :=
  ∑ i, (1 / (2 * (m i : ℂ))) • ∑ a, kinetic q B r p i a ^ 2 + V
```

## One commutator for both signs

For any complex $u,v$, only the position–momentum cross terms survive:
$$[p_{i,a}+u\mathcal A_{i,a},\,p_{j,b}+v\mathcal A_{j,b}]
=\mathrm i\,\delta_{ij}\,(u g_a\delta_{a+1,b}-v g_b\delta_{b+1,a}).$$

```lean
/-- The commutator of `p + uA` for one particle with `p + vA` for another (or the same) particle,
for arbitrary couplings `u` and `v`. -/
theorem shifted_commutator {r p : ι → Fin 2 → A} (h : Canonical r p) (B : ℝ) (u v : ℂ)
    (i j : ι) (a b : Fin 2) :
    (p i a + u • vecPot B r i a) * (p j b + v • vecPot B r j b)
      - (p j b + v • vecPot B r j b) * (p i a + u • vecPot B r i a) =
    (u * gaugeCoeff B a * (if i = j ∧ a + 1 = b then I else 0)
      - v * gaugeCoeff B b * (if j = i ∧ b + 1 = a then I else 0)) • (1 : A) := by
  simp only [vecPot, mul_add, add_mul, smul_mul_assoc, mul_smul_comm]
  linear_combination (norm := module) h.mom i j a b
    + (u * gaugeCoeff B a * (v * gaugeCoeff B b)) • h.pos i j (a + 1) (b + 1)
    + (u * gaugeCoeff B a) • h.ccr i j (a + 1) b
    - (v * gaugeCoeff B b) • h.ccr j i (b + 1) a
```

After the products are expanded, `linear_combination` adds the canonical relations with these coefficients.

Put $u=q_i$ and $v=-q_j$. The result is zero for different particles or equal axes. For $i=j$ and $a\ne b$ it is $\mathrm i q_i(g_a+g_b)=0$. Hence $[k_{i,a},\pi_{j,b}]=0$.

```lean
/-- Every one-particle pseudomomentum commutes with every kinetic momentum. -/
theorem pseudo_commute_kinetic {r p : ι → Fin 2 → A} (h : Canonical r p) (q : ι → ℝ) (B : ℝ)
    (i j : ι) (a b : Fin 2) : Commute (pseudo q B r p i a) (kinetic q B r p j b) := by
  have hc := shifted_commutator h B (q i) (-(q j : ℂ)) i j a b
  -- the two contributions to the commutator cancel
  have hs : (q i : ℂ) * gaugeCoeff B a * (if i = j ∧ a + 1 = b then I else 0)
      - -(q j : ℂ) * gaugeCoeff B b * (if j = i ∧ b + 1 = a then I else 0) = 0 := by
    by_cases hij : i = j
    · subst hij
      fin_cases a <;> fin_cases b <;> simp [gaugeCoeff]
    · simp [hij, Ne.symm hij]
  rw [hs, zero_smul, neg_smul, ← sub_eq_add_neg] at hc
  exact sub_eq_zero.mp hc
```

The proof checks the axis cases with `fin_cases`.

Now put $u=q_i$ and $v=q_j$. For the same particle, $[k_{i,0},k_{i,1}]=\mathrm i q_i(g_0-g_1)=-\mathrm i Bq_i$; different particles contribute nothing. Summing,
$$[K_0,K_1]=-\mathrm i B\sum_i q_i.$$

```lean
/-- The x and y components of the total pseudomomentum have commutator `-iB` times the total
charge. -/
theorem totalPseudo_commutator [Fintype ι] {r p : ι → Fin 2 → A} (h : Canonical r p)
    (q : ι → ℝ) (B : ℝ) :
    totalPseudo q B r p 0 * totalPseudo q B r p 1
      - totalPseudo q B r p 1 * totalPseudo q B r p 0 =
    (-(I * B * ∑ i, (q i : ℂ))) • (1 : A) := by
  -- different particles do not contribute
  have hone : ∀ i j, pseudo q B r p i 0 * pseudo q B r p j 1
      - pseudo q B r p j 1 * pseudo q B r p i 0 =
      (if i = j then -(I * B * (q i : ℂ)) else 0 : ℂ) • (1 : A) := by
    intro i j
    refine (shifted_commutator h B (q i) (q j) i j 0 1).trans ?_
    congr 1
    by_cases hij : i = j
    · subst hij
      simp [gaugeCoeff]
      ring
    · simp [hij, Ne.symm hij]
  calc _ = ∑ i, ∑ j, (pseudo q B r p i 0 * pseudo q B r p j 1
        - pseudo q B r p j 1 * pseudo q B r p i 0) := by
        unfold totalPseudo
        rw [Finset.sum_mul_sum, Finset.sum_mul_sum]
        simp only [Finset.sum_sub_distrib]
        congr 1
        exact Finset.sum_comm
    _ = _ := by
        simp only [hone, ← Finset.sum_smul, Finset.sum_ite_eq, Finset.mem_univ, if_true]
        rw [Finset.sum_neg_distrib, Finset.mul_sum]
```

Here `hone` is the pairwise result, and the `calc` block expands the commutator of sums into a double sum.

As a numerical instance, take $B=3$, $q_1=2$, $q_2=-1$. Then
$$K_0=p_{1,0}+p_{2,0}-3y_1+\tfrac32y_2,\qquad K_1=p_{1,1}+p_{2,1}+3x_1-\tfrac32x_2.$$
Particle 1 contributes $-3\mathrm i-3\mathrm i=-6\mathrm i$ and particle 2 contributes $\tfrac32\mathrm i+\tfrac32\mathrm i=3\mathrm i$. The total is $-3\mathrm i=-\mathrm i\cdot3\cdot(2-1)$.

## Conservation with an interaction

Since $K_a$ commutes with each $\pi_{j,b}$, it commutes with each $\pi_{j,b}^2$. For the interaction,
$$[K_a,V]=[P_a,V]+\sum_i q_i g_a[r_{i,a+1},V]=0.$$
The hypothesis `hVr` expresses that $V$ does not depend on momenta, and `hVp` that it is unchanged when all particles are translated together. Therefore $[K_a,H]=0$.

```lean
/-- If `V` commutes with all positions and with the total momentum, the total pseudomomentum
commutes with the magnetic Hamiltonian, and its components have commutator `-iB ∑ q`. -/
theorem pseudomomentum_conserved [Fintype ι] {r p : ι → Fin 2 → A} (h : Canonical r p)
    (m q : ι → ℝ) (B : ℝ) {V : A} (hVr : ∀ i a, Commute V (r i a))
    (hVp : ∀ a, Commute V (∑ i, p i a)) :
    (∀ a, Commute (totalPseudo q B r p a) (hamiltonian m q B r p V)) ∧
    totalPseudo q B r p 0 * totalPseudo q B r p 1
      - totalPseudo q B r p 1 * totalPseudo q B r p 0 =
    (-(I * B * ∑ i, (q i : ℂ))) • (1 : A) := by
  refine ⟨fun a => ?_, totalPseudo_commutator h q B⟩
  have hk : ∀ j b, Commute (totalPseudo q B r p a) (kinetic q B r p j b) := fun j b =>
    Commute.sum_left _ _ _ fun i _ => pseudo_commute_kinetic h q B i j a b
  have hV : Commute (totalPseudo q B r p a) V := by
    simp only [totalPseudo, pseudo, vecPot, Finset.sum_add_distrib]
    exact (hVp a).symm.add_left (Commute.sum_left _ _ _ fun i _ =>
      ((hVr i (a + 1)).symm.smul_left _).smul_left _)
  exact Commute.add_right (Commute.sum_right _ _ _ fun j _ =>
    (Commute.sum_right _ _ _ fun b _ => (hk j b).pow_right 2).smul_right _) hV
```

The facts `hk` and `hV` are these two parts; the `Commute` lemmas carry them through powers, multiples and sums.

## Consequence for eigenstates

Suppose $K_0\psi=k_0\psi$ and $K_1\psi=k_1\psi$. Then
$$0=(k_1k_0-k_0k_1)\psi=[K_0,K_1]\psi=-\mathrm i B\Big(\sum_i q_i\Big)\psi,$$
so $\psi=0$ if $B$ and the total charge are nonzero.

```lean
/-- In a nonzero field and for nonzero total charge, a vector on which both components of the
total pseudomomentum act as numbers is zero. -/
theorem no_common_eigenvector [Fintype ι] {M : Type*} [AddCommGroup M] [Module ℂ M]
    {r p : ι → Fin 2 → Module.End ℂ M} (h : Canonical r p) {q : ι → ℝ} {B : ℝ}
    (hB : B ≠ 0) (hq : ∑ i, q i ≠ 0) {k₀ k₁ : ℂ} {ψ : M}
    (h₀ : totalPseudo q B r p 0 ψ = k₀ • ψ) (h₁ : totalPseudo q B r p 1 ψ = k₁ • ψ) :
    ψ = 0 := by
  have hc := LinearMap.congr_fun (totalPseudo_commutator h q B) ψ
  simp only [LinearMap.sub_apply, Module.End.mul_apply, h₀, h₁, map_smul,
    LinearMap.smul_apply, Module.End.one_apply] at hc
  rw [smul_comm k₁ k₀ ψ, sub_self] at hc
  have hQ : ∑ i, (q i : ℂ) ≠ 0 := by exact_mod_cast hq
  exact (smul_eq_zero.mp hc.symm).resolve_left
    (neg_ne_zero.mpr (mul_ne_zero (mul_ne_zero I_ne_zero (ofReal_ne_zero.mpr hB)) hQ))
```

The operators here are linear maps defined on all of a complex vector space `M`. For a neutral electron–hole pair in this planar, uniform-field model, the components commute and can serve together as labels.

## An interaction and a representation

Take $V=\kappa\sum_a(r_{i,a}-r_{j,a})^2$, with $\kappa>0$ for a physical spring. It commutes with positions. Since $[r_{l,a},P_b]=\mathrm i\delta_{ab}$ for every particle $l$, the difference $r_{i,a}-r_{j,a}$ commutes with $P_b$, and so does $V$.

```lean
/-- A harmonic interaction between two particles commutes with all positions and with the total
momentum. -/
theorem harmonic_pair_witness [Fintype ι] {r p : ι → Fin 2 → A} (h : Canonical r p)
    (κ : ℂ) (i j : ι) :
    (∀ k b, Commute (κ • ∑ a, (r i a - r j a) ^ 2) (r k b)) ∧
    ∀ b, Commute (κ • ∑ a, (r i a - r j a) ^ 2) (∑ k, p k b) := by
  -- the total momentum shifts every particle by the same amount
  have ht : ∀ l a b, r l a * (∑ k, p k b) - (∑ k, p k b) * r l a =
      (if a = b then I else 0 : ℂ) • (1 : A) := by
    intro l a b
    rw [Finset.mul_sum, Finset.sum_mul, ← Finset.sum_sub_distrib]
    simp only [h.ccr, ← Finset.sum_smul]
    congr 1
    by_cases hab : a = b <;> simp [hab]
  constructor
  · intro k b
    have hd : ∀ a, Commute (r i a - r j a) (r k b) := fun a =>
      Commute.sub_left (h.pos i k a b) (h.pos j k a b)
    exact (Commute.sum_left _ _ _ fun a _ => (hd a).pow_left 2).smul_left κ
  · intro b
    have hd : ∀ a, Commute (r i a - r j a) (∑ k, p k b) := by
      intro a
      show _ * _ = _ * _
      rw [sub_mul, mul_sub]
      linear_combination (norm := module) ht i a b - ht j a b
    exact (Commute.sum_left _ _ _ fun a _ => (hd a).pow_left 2).smul_left κ
```

The canonical relations hold on complex polynomials, with $r$ acting as multiplication by a coordinate $x$ and $p=-\mathrm i\partial_x$:
$$[x,-\mathrm i\partial_x]f=-\mathrm i\big(x\,\partial_xf-\partial_x(xf)\big)=\mathrm i f.$$
Different coordinates give zero, and partial derivatives commute.

```lean
/-- Multiplication by the coordinates and `-i` times the partial derivatives, acting on complex
polynomials, satisfy the canonical commutation relations. -/
theorem canonical_witness : Canonical
    (fun (i : ι) (a : Fin 2) => LinearMap.mulLeft ℂ (MvPolynomial.X (R := ℂ) (i, a)))
    (fun i a => (-I) • (MvPolynomial.pderiv (R := ℂ) (i, a)).toLinearMap) := by
  -- partial derivatives commute, since their bracket kills every coordinate
  have hD : ∀ (s t : ι × Fin 2) (f : MvPolynomial (ι × Fin 2) ℂ),
      MvPolynomial.pderiv s (MvPolynomial.pderiv t f) =
        MvPolynomial.pderiv t (MvPolynomial.pderiv s f) := by
    intro s t f
    have h0 : ⁅MvPolynomial.pderiv (R := ℂ) s, MvPolynomial.pderiv (R := ℂ) t⁆ = 0 := by
      refine MvPolynomial.derivation_ext fun k => ?_
      simp only [Derivation.commutator_apply, MvPolynomial.pderiv_X, Pi.single_apply]
      split_ifs <;> simp
    have h1 := DFunLike.congr_fun h0 f
    simp only [Derivation.commutator_apply, Derivation.coe_zero, Pi.zero_apply] at h1
    exact sub_eq_zero.mp h1
  refine ⟨fun i j a b => LinearMap.ext fun f => ?_, fun i j a b => LinearMap.ext fun f => ?_,
    fun i j a b => LinearMap.ext fun f => ?_⟩
  · simp only [Module.End.mul_apply, LinearMap.mulLeft_apply]
    ring
  · simp only [Module.End.mul_apply, LinearMap.smul_apply, Derivation.coeFn_coe,
      Derivation.map_smul]
    rw [hD]
  · simp only [LinearMap.sub_apply, Module.End.mul_apply, LinearMap.smul_apply,
      LinearMap.mulLeft_apply, Derivation.coeFn_coe, Derivation.leibniz, smul_eq_mul,
      mul_smul_comm, Module.End.one_apply]
    by_cases hij : i = j ∧ a = b
    · obtain ⟨rfl, rfl⟩ := hij
      simp only [MvPolynomial.pderiv_X_self, mul_one, and_self, if_true]
      module
    · have hne : (i, a) ≠ (j, b) := fun e => hij (Prod.mk.inj e)
      rw [MvPolynomial.pderiv_X_of_ne hne, if_neg hij, mul_zero, add_zero, sub_self, zero_smul]

end MagneticPseudomomentum
```

The product rule enters as `Derivation.leibniz`, while `hD` supplies the commuting derivatives.

```lean
#print axioms MagneticPseudomomentum.totalPseudo_commutator
#print axioms MagneticPseudomomentum.pseudomomentum_conserved
#print axioms MagneticPseudomomentum.no_common_eigenvector
```

```
'MagneticPseudomomentum.totalPseudo_commutator' depends on axioms: [propext, Classical.choice, Quot.sound]
'MagneticPseudomomentum.pseudomomentum_conserved' depends on axioms: [propext, Classical.choice, Quot.sound]
'MagneticPseudomomentum.no_common_eigenvector' depends on axioms: [propext, Classical.choice, Quot.sound]
```
